# At weak contrast, the geometric mean of positive scalar moduli lies halfway between the Voigt and Reuss averages to leading order

If two people average the same elastic data differently, their numbers can disagree through the averaging alone. I take Hill's midpoint of the Voigt and Reuss averages for an aggregate whose phases differ only slightly in stiffness; a colleague takes the geometric mean. Both of us land between the two averages, but that interval itself closes as the phases become alike. Does our disagreement shrink faster than the interval, or could it stay at, say, a fifth of it?

## To leading order, the geometric mean lies below the Voigt average by half the Voigt–Reuss gap

Our disagreement shrinks faster than the interval. Measure the moduli in units of a common reference modulus and write them as 1 + t dᵢ, where t is the contrast and the real numbers dᵢ are not all equal. Let the volume fractions wᵢ be positive and sum to 1, and set

m = Σ wᵢ dᵢ,  s = Σ wᵢ (dᵢ − m)² = Σ wᵢ dᵢ² − m².

The Voigt average is V = 1 + t m. The Reuss average is R = 1/S, with S = Σ wᵢ/(1 + t dᵢ). For small t all moduli are positive. Since

(1 + t m)/(1 + t dᵢ) = 1 − t (dᵢ − m)/(1 + t dᵢ),

1/(1 + t dᵢ) = 1 − t dᵢ/(1 + t dᵢ),

and Σ wᵢ (dᵢ − m) = 0, averaging the first line and inserting the second gives

V S − 1 = t² N,  N = Σ wᵢ dᵢ (dᵢ − m)/(1 + t dᵢ).

Hence V − R = t² N/S. As t → 0, N → s and S → 1, so (V − R)/t² → s.

The geometric mean is G = exp(Σ wᵢ ln(1 + t dᵢ)), so

G′ = G A,  A = Σ wᵢ dᵢ/(1 + t dᵢ).

At t = 0 we have G = 1, A = m and A′ = −Σ wᵢ dᵢ². Therefore V − G and its first derivative m − G A vanish there, and its second derivative is

−(m² − Σ wᵢ dᵢ²) = s.

L'Hôpital's rule gives (V − G)/t² → s/2. Some dᵢ differs from m, so s > 0, and dividing the limits yields

(V − G)/(V − R) → 1/2.

With H = (V + R)/2, H − G = (V − G) − (V − R)/2, so (H − G)/(V − R) → 0.

In Lean, `ι` is a finite set of phases, `w` holds the fractions and `moduli d t` the stiffnesses. The function `voigt` also serves for the mean m, and `spread` is the weighted variance s. The hypotheses `hpos`, `hw` and `hd` state that the weights are positive, that they sum to 1 and that the dᵢ are not all equal. The filter `𝓝[≠] 0` means t → 0 through nonzero values of either sign. `geo_asymptotically_halfway` states that R < V for all sufficiently small nonzero t, together with the limit 1/2; `hill_sub_geo_negligible` is the statement about H. Neither gives an explicit range of t.

```lean
import Mathlib

open Filter Topology

namespace HillAveraging

noncomputable section

variable {ι : Type*} [Fintype ι]

/-- Voigt average: the weighted arithmetic mean of the moduli `e`. -/
def voigt (w e : ι → ℝ) : ℝ := ∑ i, w i * e i

/-- Reuss average: the weighted harmonic mean, for nonzero moduli `e` with nonzero
averaged compliance. -/
def reuss (w e : ι → ℝ) : ℝ := (∑ i, w i / e i)⁻¹

/-- Weighted geometric mean of positive moduli `e`. -/
def geo (w e : ι → ℝ) : ℝ := ∏ i, e i ^ w i

/-- Hill average: the midpoint of the Voigt and Reuss averages, on the domain of the latter. -/
def hill (w e : ι → ℝ) : ℝ := (voigt w e + reuss w e) / 2

/-- Moduli `1 + t d i` of a medium with contrast parameter `t`. -/
def moduli (d : ι → ℝ) (t : ℝ) : ι → ℝ := fun i => 1 + t * d i

/-- Weighted mean square deviation of `d` from its weighted mean. -/
def spread (w d : ι → ℝ) : ℝ := ∑ i, w i * (d i - voigt w d) ^ 2

/-- For weights summing to one, the Voigt average is linear in the contrast. -/
theorem voigt_moduli {w : ι → ℝ} (hw : ∑ i, w i = 1) (d : ι → ℝ) (t : ℝ) :
    voigt w (moduli d t) = 1 + t * voigt w d := by
  calc voigt w (moduli d t) = ∑ i, (w i + t * (w i * d i)) :=
        Finset.sum_congr rfl fun i _ => by simp only [moduli]; ring
    _ = 1 + t * voigt w d := by
        rw [Finset.sum_add_distrib, ← Finset.mul_sum, hw]
        rfl

/-- For weights summing to one, the spread is the mean square minus the squared mean. -/
theorem spread_eq {w : ι → ℝ} (hw : ∑ i, w i = 1) (d : ι → ℝ) :
    spread w d = ∑ i, w i * d i ^ 2 - voigt w d ^ 2 := by
  have hm : ∑ i, w i * d i = voigt w d := rfl
  calc spread w d
      = ∑ i, (w i * d i ^ 2 - 2 * voigt w d * (w i * d i) + voigt w d ^ 2 * w i) :=
        Finset.sum_congr rfl fun i _ => by ring
    _ = ∑ i, w i * d i ^ 2 - voigt w d ^ 2 := by
        rw [Finset.sum_add_distrib, Finset.sum_sub_distrib, ← Finset.mul_sum,
          ← Finset.mul_sum, hw, hm]
        ring

/-- If all moduli are positive at contrast `t`, they stay positive at nearby contrasts. -/
theorem moduli_pos_near {d : ι → ℝ} {t : ℝ} (ht : ∀ i, 0 < moduli d t i) :
    ∀ᶠ s in 𝓝 t, ∀ i, 0 < moduli d s i := by
  refine eventually_all.2 fun i => ?_
  have h : ContinuousAt (fun s : ℝ => 1 + s * d i) t := by fun_prop
  exact continuousAt_const.eventually_lt h (ht i)

/-- First-order response, at zero contrast, of a sum of compliances `1 / (1 + t d i)`
with arbitrary coefficients `a i`. -/
theorem hasDerivAt_sum_div (a d : ι → ℝ) :
    HasDerivAt (fun t : ℝ => ∑ i, a i / (1 + t * d i)) (∑ i, -(a i * d i)) 0 := by
  refine HasDerivAt.fun_sum fun i _ => ?_
  have h : HasDerivAt (fun t : ℝ => 1 + t * d i) (d i) 0 :=
    (((hasDerivAt_id' (0 : ℝ)).mul_const (d i)).const_add 1).congr_deriv (one_mul _)
  exact ((hasDerivAt_const (0 : ℝ) (a i)).fun_div h (by simp)).congr_deriv (by simp)

/-- Where all moduli are positive, the logarithmic derivative of the geometric mean with
respect to contrast is the weighted sum of those of the single moduli. -/
theorem hasDerivAt_geo (w d : ι → ℝ) {t : ℝ} (ht : ∀ i, 0 < moduli d t i) :
    HasDerivAt (fun s => geo w (moduli d s))
      (geo w (moduli d t) * ∑ i, w i * d i / (1 + t * d i)) t := by
  -- the geometric mean is the exponential of the averaged logarithm
  have hexp : ∀ s, (∀ i, 0 < moduli d s i) →
      geo w (moduli d s) = Real.exp (∑ i, w i * Real.log (1 + s * d i)) := by
    intro s hs
    rw [geo, Real.exp_sum]
    refine Finset.prod_congr rfl fun i _ => ?_
    rw [Real.rpow_def_of_pos (hs i), mul_comm]
    rfl
  have hlog : HasDerivAt (fun s : ℝ => ∑ i, w i * Real.log (1 + s * d i))
      (∑ i, w i * (d i / (1 + t * d i))) t := by
    refine HasDerivAt.fun_sum fun i _ => ?_
    have h : HasDerivAt (fun s : ℝ => 1 + s * d i) (d i) t :=
      (((hasDerivAt_id' t).mul_const (d i)).const_add 1).congr_deriv (one_mul _)
    exact (h.log (ht i).ne').const_mul (w i)
  refine (hlog.exp.congr_of_eventuallyEq ((moduli_pos_near ht).mono hexp)).congr_deriv ?_
  rw [hexp t ht]
  simp only [mul_div_assoc]

/-- Exact Voigt–Reuss gap for weights summing to one, positive moduli and nonzero
averaged compliance; a factor `t ^ 2` splits off. -/
theorem voigt_sub_reuss {w d : ι → ℝ} {t : ℝ} (hw : ∑ i, w i = 1)
    (ht : ∀ i, 0 < moduli d t i) (hS : ∑ i, w i / (1 + t * d i) ≠ 0) :
    voigt w (moduli d t) - reuss w (moduli d t) =
      t ^ 2 * ((∑ i, w i * d i * (d i - voigt w d) / (1 + t * d i)) /
        ∑ i, w i / (1 + t * d i)) := by
  have hm : ∑ i, w i * d i = voigt w d := rfl
  have hsum : (1 + t * voigt w d) * ∑ i, w i / (1 + t * d i) -
      t ^ 2 * ∑ i, w i * d i * (d i - voigt w d) / (1 + t * d i) = 1 := by
    calc _ = ∑ i, (w i + t * voigt w d * w i - t * (w i * d i)) := by
          rw [Finset.mul_sum, Finset.mul_sum, ← Finset.sum_sub_distrib]
          refine Finset.sum_congr rfl fun i _ => ?_
          have hi : 1 + t * d i ≠ 0 := (ht i).ne'
          linear_combination (w i * (1 - t * d i + t * voigt w d)) * mul_inv_cancel₀ hi
      _ = 1 := by
          rw [Finset.sum_sub_distrib, Finset.sum_add_distrib, ← Finset.mul_sum,
            ← Finset.mul_sum, hw, hm]
          ring
  rw [voigt_moduli hw]
  simp only [reuss, moduli]
  linear_combination (∑ i, w i / (1 + t * d i))⁻¹ * hsum -
    (1 + t * voigt w d) * mul_inv_cancel₀ hS

/-- For weights summing to one, the Voigt–Reuss gap divided by the squared contrast tends to the
spread as the nonzero contrast tends to zero. -/
theorem tendsto_voigt_sub_reuss {w : ι → ℝ} (hw : ∑ i, w i = 1) (d : ι → ℝ) :
    Tendsto (fun t => (voigt w (moduli d t) - reuss w (moduli d t)) / t ^ 2)
      (𝓝[≠] 0) (𝓝 (spread w d)) := by
  have hS : Tendsto (fun t : ℝ => ∑ i, w i / (1 + t * d i)) (𝓝 0) (𝓝 1) := by
    convert (hasDerivAt_sum_div w d).continuousAt.tendsto using 2
    simp [hw]
  have hN : Tendsto (fun t : ℝ => ∑ i, w i * d i * (d i - voigt w d) / (1 + t * d i))
      (𝓝 0) (𝓝 (spread w d)) := by
    convert (hasDerivAt_sum_div (fun i => w i * d i * (d i - voigt w d)) d).continuousAt.tendsto
      using 2
    have hm : ∑ i, w i * d i = voigt w d := rfl
    simp only [zero_mul, add_zero, div_one]
    calc spread w d = ∑ i, w i * d i ^ 2 - voigt w d * ∑ i, w i * d i := by
          rw [spread_eq hw, hm]; ring
      _ = ∑ i, w i * d i * (d i - voigt w d) := by
          rw [Finset.mul_sum, ← Finset.sum_sub_distrib]
          exact Finset.sum_congr rfl fun i _ => by ring
  have hlim := (hN.div hS one_ne_zero).mono_left (nhdsWithin_le_nhds (s := {0}ᶜ))
  rw [div_one] at hlim
  refine hlim.congr' ?_
  have h0 : ∀ i, 0 < moduli d 0 i := fun i => by simp [moduli]
  filter_upwards [self_mem_nhdsWithin, nhdsWithin_le_nhds (moduli_pos_near h0),
    nhdsWithin_le_nhds (hS.eventually_ne one_ne_zero)] with t ht hpos hne
  have ht' : t ≠ 0 := ht
  rw [voigt_sub_reuss hw hpos hne, mul_div_cancel_left₀ _ (pow_ne_zero 2 ht')]
  rfl

/-- For weights summing to one, the gap between the Voigt average and the geometric mean, divided by
the squared contrast, tends to half the spread as the nonzero contrast tends to zero. -/
theorem tendsto_voigt_sub_geo {w : ι → ℝ} (hw : ∑ i, w i = 1) (d : ι → ℝ) :
    Tendsto (fun t => (voigt w (moduli d t) - geo w (moduli d t)) / t ^ 2)
      (𝓝[≠] 0) (𝓝 (spread w d / 2)) := by
  have h0 : ∀ i, 0 < moduli d 0 i := fun i => by simp [moduli]
  have G0 : geo w (moduli d 0) = 1 := by simp [geo, moduli]
  have A0 : ∑ i, w i * d i / (1 + 0 * d i) = voigt w d := by simp [voigt]
  have hf : ∀ᶠ t in 𝓝 (0 : ℝ),
      HasDerivAt (fun s => voigt w (moduli d s) - geo w (moduli d s))
        (voigt w d - geo w (moduli d t) * ∑ i, w i * d i / (1 + t * d i)) t := by
    refine (moduli_pos_near h0).mono fun t ht => HasDerivAt.fun_sub ?_ (hasDerivAt_geo w d ht)
    simp only [voigt_moduli hw]
    exact (((hasDerivAt_id' t).mul_const _).const_add 1).congr_deriv (one_mul _)
  -- the second derivative of the gap at zero contrast is the spread
  have hq : HasDerivAt
      (fun t : ℝ => voigt w d - geo w (moduli d t) * ∑ i, w i * d i / (1 + t * d i))
      (spread w d) 0 := by
    refine (((hasDerivAt_geo w d h0).fun_mul
      (hasDerivAt_sum_div (fun i => w i * d i) d)).const_sub (voigt w d)).congr_deriv ?_
    have hsq : ∑ i, w i * d i * d i = ∑ i, w i * d i ^ 2 :=
      Finset.sum_congr rfl fun i _ => by ring
    simp only [G0, A0, Finset.sum_neg_distrib, hsq, spread_eq hw]
    ring
  have hslope := (hasDerivAt_iff_tendsto_slope_zero.1 hq).div_const 2
  have hcont := hf.self_of_nhds.continuousAt.tendsto.mono_left
    (nhdsWithin_le_nhds (s := {0}ᶜ))
  simp only [voigt_moduli hw, G0, zero_mul, add_zero, sub_self] at hcont
  -- L'Hôpital's rule against the squared contrast
  refine HasDerivAt.lhopital_zero_nhdsNE (g' := fun t => 2 * t)
    (hf.filter_mono nhdsWithin_le_nhds) ?_ ?_ ?_ ?_ ?_
  · exact Eventually.of_forall fun t => by simpa using hasDerivAt_pow 2 t
  · filter_upwards [self_mem_nhdsWithin] with t ht using mul_ne_zero two_ne_zero ht
  · simpa only [voigt_moduli hw] using hcont
  · have h : Tendsto (fun t : ℝ => t ^ 2) (𝓝 0) (𝓝 0) := by
      simpa using (continuous_pow 2).tendsto (0 : ℝ)
    exact h.mono_left nhdsWithin_le_nhds
  · refine hslope.congr fun t => ?_
    simp only [zero_add, G0, A0, one_mul, sub_self, sub_zero, smul_eq_mul]
    ring

/-- For positive weights summing to one and `d i` not all equal, the Voigt average exceeds
the Reuss average at small nonzero contrast, and the geometric mean lies asymptotically
halfway between them. -/
theorem geo_asymptotically_halfway {w d : ι → ℝ} (hpos : ∀ i, 0 < w i)
    (hw : ∑ i, w i = 1) (hd : ∃ i j, d i ≠ d j) :
    (∀ᶠ t in 𝓝[≠] (0 : ℝ), reuss w (moduli d t) < voigt w (moduli d t)) ∧
    Tendsto (fun t => (voigt w (moduli d t) - geo w (moduli d t)) /
      (voigt w (moduli d t) - reuss w (moduli d t))) (𝓝[≠] 0) (𝓝 (1 / 2)) := by
  -- some phase deviates from the mean, so the spread is positive
  have hs : 0 < spread w d := by
    obtain ⟨i, j, hij⟩ := hd
    have hk : ∃ k, d k ≠ voigt w d := by
      by_contra! h
      exact hij ((h i).trans (h j).symm)
    obtain ⟨k, hk⟩ := hk
    unfold spread
    refine Finset.sum_pos' (fun i _ => mul_nonneg (hpos i).le (sq_nonneg _))
      ⟨k, Finset.mem_univ k, mul_pos (hpos k) ?_⟩
    have := sub_ne_zero.2 hk
    positivity
  have hR := tendsto_voigt_sub_reuss hw d
  constructor
  · filter_upwards [self_mem_nhdsWithin, hR.eventually (lt_mem_nhds hs)] with t ht h
    have ht' : t ≠ 0 := ht
    have h2 : 0 < t ^ 2 := by positivity
    have h3 := mul_pos h h2
    rw [div_mul_cancel₀ _ h2.ne'] at h3
    linarith
  · have h := (tendsto_voigt_sub_geo hw d).div hR hs.ne'
    rw [show spread w d / 2 / spread w d = 1 / 2 by field_simp] at h
    refine h.congr' ?_
    filter_upwards [self_mem_nhdsWithin] with t ht
    have ht' : t ≠ 0 := ht
    exact div_div_div_cancel_right₀ (pow_ne_zero 2 ht') _ _

/-- For positive weights summing to one and `d i` not all equal, the difference between the
Hill average and the geometric mean is a vanishing fraction of the Voigt–Reuss gap as the
nonzero contrast tends to zero. -/
theorem hill_sub_geo_negligible {w d : ι → ℝ} (hpos : ∀ i, 0 < w i)
    (hw : ∑ i, w i = 1) (hd : ∃ i j, d i ≠ d j) :
    Tendsto (fun t => (hill w (moduli d t) - geo w (moduli d t)) /
      (voigt w (moduli d t) - reuss w (moduli d t))) (𝓝[≠] 0) (𝓝 0) := by
  obtain ⟨hgap, hlim⟩ := geo_asymptotically_halfway hpos hw hd
  have h := hlim.sub_const (1 / 2)
  rw [sub_self] at h
  refine h.congr' ?_
  filter_upwards [hgap] with t ht
  have hne : voigt w (moduli d t) - reuss w (moduli d t) ≠ 0 := (sub_pos.2 ht).ne'
  rw [eq_div_iff hne, sub_mul, div_mul_cancel₀ _ hne, hill]
  ring

end

end HillAveraging
```

```lean
#print axioms HillAveraging.geo_asymptotically_halfway
#print axioms HillAveraging.hill_sub_geo_negligible
```

```
'HillAveraging.geo_asymptotically_halfway' depends on axioms: [propext, Classical.choice, Quot.sound]
'HillAveraging.hill_sub_geo_negligible' depends on axioms: [propext, Classical.choice, Quot.sound]
```

`voigt_moduli` and `spread_eq` supply the formulas for V and s. `voigt_sub_reuss` is the exact gap identity, and `tendsto_voigt_sub_reuss` takes its limit, with continuity from `hasDerivAt_sum_div`. `moduli_pos_near` keeps the moduli positive near a given t, which lets `hasDerivAt_geo` differentiate the exponential form. In `tendsto_voigt_sub_geo`, `hq` is the second derivative and `HasDerivAt.lhopital_zero_nhdsNE` finishes the limit. The halfway theorem proves s > 0 with `Finset.sum_pos'` and divides the two limits; the Hill theorem subtracts 1/2.

In the halfway theorem, positive weights can't be relaxed to non-negative ones. Take w = (1, 0) and d = (0, 1): then V = R = G = 1 for small t, the strict inequality fails, and the quotient is 0/0, which Lean evaluates as 0.

The same expansion handles the power mean Mₚ = (Σ wᵢ eᵢᵖ)^(1/p) of the moduli eᵢ = 1 + t dᵢ, for p ≠ 0:

(V − Mₚ)/(V − R) → (1 − p)/2.

For elastic constants from electronic-structure calculations, this means that choosing between Hill and geometric averaging matters little compared with the Voigt–Reuss gap, provided that the data reduce to finitely many scalar moduli of weak contrast. The step to a real polycrystal, with tensor stiffness and a microstructure, remains open here: nothing above says that its effective modulus lies near H or G, or even between R and V.
